# The pair Weizsäcker energy as a lower bound on a finite hopping energy with nonnegative weights

Let $X$ be a finite set of pair configurations, for instance the positions of two selected electrons on a grid. Let $Y$ be a finite set of configurations of the remaining particles, the spectators. An amplitude is any function $\psi(x,y)$ with complex values, written `ψ : X → Y → ℂ` in Lean. It need not be normalised, and no exchange symmetry is imposed.

```lean
import Mathlib

open Finset

noncomputable section

namespace PairWeizsaecker

variable {X Y : Type*} [Fintype Y]
```

The pair density is $P(x)=\sum_y|\psi(x,y)|^2$, without a combinatorial prefactor. Its square root is written $s(x)=\sqrt{P(x)}$.

```lean
/-- The pair density: the squared amplitude summed over all spectator configurations. -/
def pairDensity (ψ : X → Y → ℂ) (x : X) : ℝ := ∑ y, ‖ψ x y‖ ^ 2
```

The pair coherence is the real part of an off-diagonal element of the pair density matrix, $C(x,x')=\mathrm{Re}\sum_y\psi(x,y)^*\,\psi(x',y)$.

```lean
/-- The real part of the pair density matrix element between two pair configurations. -/
def pairCoherence (ψ : X → Y → ℂ) (x x' : X) : ℝ :=
  ∑ y, (star (ψ x y) * ψ x' y).re
```

Real weights $w(x,x')$ set the cost of a change in amplitude between two pair configurations. On a grid of spacing $h$, the kinetic energy of a particle of mass $m$ corresponds to $w=\hbar^2/(4mh^2)$ between configurations that differ by one grid step of that particle alone, since the sum below counts each link twice. For a box with hard walls, the grid must include the wall points, where the amplitude is zero. The hopping energy is

$$T[\psi]=\sum_{x,x'}w(x,x')\sum_y|\psi(x,y)-\psi(x',y)|^2 .$$

Only the pair moves here; the spectators' own kinetic energy is not included.

```lean
/-- The hopping energy of the pair: weighted squared differences of the full amplitude. -/
def hoppingEnergy [Fintype X] (w : X → X → ℝ) (ψ : X → Y → ℂ) : ℝ :=
  ∑ x, ∑ x', w x x' * ∑ y, ‖ψ x y - ψ x' y‖ ^ 2
```

The pair Weizsäcker energy depends on the density alone:

$$W[P]=\sum_{x,x'}w(x,x')\left(\sqrt{P(x)}-\sqrt{P(x')}\right)^2 .$$

It is a finite-difference analogue, for the pair density, of the continuum Weizsäcker functional of the one-electron density. No continuum limit is taken.

```lean
/-- The pair Weizsäcker energy: weighted squared differences of the square root of a
nonnegative pair density. -/
def weizsaeckerEnergy [Fintype X] (w : X → X → ℝ) (P : X → ℝ) : ℝ :=
  ∑ x, ∑ x', w x x' * (√(P x) - √(P x')) ^ 2
```

## (a) Sign of the pair density

Show that $P(x)\ge 0$ for every $x$.

Each term $|\psi(x,y)|^2$ is a square, so the sum is nonnegative. This licenses $s(x)^2=P(x)$ in what follows.

```lean
/-- The pair density is nonnegative. -/
lemma pairDensity_nonneg (ψ : X → Y → ℂ) (x : X) : 0 ≤ pairDensity ψ x :=
  Finset.sum_nonneg fun _ _ => sq_nonneg _
```

## (b) Combining two spectator amplitudes

For real $a,b$, show that

$$\sum_y|a\psi(x,y)-b\psi(x',y)|^2=a^2P(x)+b^2P(x')-2ab\,C(x,x').$$

For complex $z,u$ we have $|az-bu|^2=a^2|z|^2+b^2|u|^2-2ab\,\mathrm{Re}(z^*u)$. Setting $z=\psi(x,y)$, $u=\psi(x',y)$ and summing over $y$ gives the claim. In Lean, `key` is the identity for two numbers, checked by `ring` after splitting into real and imaginary parts.

```lean
/-- The squared norm of a real combination of two spectator amplitudes, in terms of
pair densities and the pair coherence. -/
lemma sum_norm_sq_comb (ψ : X → Y → ℂ) (x x' : X) (a b : ℝ) :
    ∑ y, ‖(a : ℂ) * ψ x y - (b : ℂ) * ψ x' y‖ ^ 2
      = a ^ 2 * pairDensity ψ x + b ^ 2 * pairDensity ψ x'
        - 2 * a * b * pairCoherence ψ x x' := by
  have key : ∀ z u : ℂ, ‖(a : ℂ) * z - (b : ℂ) * u‖ ^ 2
      = a ^ 2 * ‖z‖ ^ 2 + b ^ 2 * ‖u‖ ^ 2 - 2 * a * b * (star z * u).re := by
    intro z u
    simp only [Complex.sq_norm, Complex.normSq_apply, Complex.sub_re, Complex.sub_im,
      Complex.mul_re, Complex.mul_im, Complex.ofReal_re, Complex.ofReal_im,
      Complex.star_def, Complex.conj_re, Complex.conj_im]
    ring
  simp only [key, pairDensity, pairCoherence, Finset.sum_sub_distrib,
    Finset.sum_add_distrib, Finset.mul_sum]
```

## (c) Misalignment and coherence deficit

Show that

$$\sum_y|s(x')\psi(x,y)-s(x)\psi(x',y)|^2=2s(x)s(x')\,[\,s(x)s(x')-C(x,x')\,].$$

Put $a=s(x')$ and $b=s(x)$ in (b). Since $P=s^2$, the first two terms are both $s(x)^2s(x')^2$, and the third is $-2s(x)s(x')C(x,x')$. Factoring gives the result. The bracket $s(x)s(x')-C(x,x')$ is called the coherence deficit. The Lean proof supplies $s^2=P$ as `h1` and `h2`, and `linear_combination` does the algebra.

```lean
/-- The misalignment of two spectator amplitudes, each scaled by the other's norm, is the coherence
deficit times twice the product of the two norms. -/
lemma misalignment (ψ : X → Y → ℂ) (x x' : X) :
    ∑ y, ‖((√(pairDensity ψ x') : ℝ) : ℂ) * ψ x y
        - ((√(pairDensity ψ x) : ℝ) : ℂ) * ψ x' y‖ ^ 2
      = 2 * (√(pairDensity ψ x) * √(pairDensity ψ x'))
        * (√(pairDensity ψ x) * √(pairDensity ψ x') - pairCoherence ψ x x') := by
  have h1 := Real.sq_sqrt (pairDensity_nonneg ψ x)
  have h2 := Real.sq_sqrt (pairDensity_nonneg ψ x')
  rw [sum_norm_sq_comb]
  linear_combination (-√(pairDensity ψ x') ^ 2) * h1 - √(pairDensity ψ x) ^ 2 * h2
```

## (d) An unoccupied configuration

Show that $s(x)s(x')=0$ implies $C(x,x')=0$.

One factor vanishes, say $s(x)=0$. Then $P(x)=0$, a sum of nonnegative terms, so $\psi(x,y)=0$ for all $y$. Every term of $C(x,x')$ is therefore zero. The other case is the same, and the auxiliary statement `empty` serves both.

```lean
/-- The coherence vanishes if one of the two pair configurations is unoccupied. -/
lemma pairCoherence_eq_zero (ψ : X → Y → ℂ) (x x' : X)
    (h : √(pairDensity ψ x) * √(pairDensity ψ x') = 0) : pairCoherence ψ x x' = 0 := by
  have empty : ∀ z, √(pairDensity ψ z) = 0 → ∀ y, ψ z y = 0 := by
    intro z hz y
    have hp : ∑ y, ‖ψ z y‖ ^ 2 = 0 := (Real.sqrt_eq_zero (pairDensity_nonneg ψ z)).1 hz
    have hy := (Finset.sum_eq_zero_iff_of_nonneg (fun y _ => sq_nonneg ‖ψ z y‖)).1 hp
      y (Finset.mem_univ y)
    exact norm_eq_zero.1 ((pow_eq_zero_iff two_ne_zero).1 hy)
  rcases mul_eq_zero.1 h with h | h
  · simp [pairCoherence, empty x h]
  · simp [pairCoherence, empty x' h]
```

## (e) Upper bound on the coherence

Show that $C(x,x')\le s(x)s(x')$.

If $s(x)s(x')=0$, both sides vanish by (d). Otherwise the left side of (c) is nonnegative, and dividing by $2s(x)s(x')>0$ leaves $s(x)s(x')-C(x,x')\ge0$. This is the real-part form of the Cauchy–Schwarz inequality for the spectator amplitudes; the full inequality bounds the modulus of $\sum_y\psi(x,y)^*\psi(x',y)$. Lean replaces the division by a contradiction: a negative deficit would make the right side of (c) negative, which `nlinarith` detects.

```lean
/-- The pair coherence is at most the geometric mean of the two pair densities. -/
theorem pairCoherence_le (ψ : X → Y → ℂ) (x x' : X) :
    pairCoherence ψ x x' ≤ √(pairDensity ψ x) * √(pairDensity ψ x') := by
  rcases (mul_nonneg (Real.sqrt_nonneg (pairDensity ψ x))
    (Real.sqrt_nonneg (pairDensity ψ x'))).eq_or_lt with h | h
  · rw [pairCoherence_eq_zero ψ x x' h.symm]
    exact le_of_eq h
  · by_contra hc
    have k := misalignment ψ x x'
    have hn : 0 ≤ ∑ y, ‖((√(pairDensity ψ x') : ℝ) : ℂ) * ψ x y
        - ((√(pairDensity ψ x) : ℝ) : ℂ) * ψ x' y‖ ^ 2 :=
      Finset.sum_nonneg fun _ _ => sq_nonneg _
    nlinarith [mul_pos h (sub_pos.2 (not_le.1 hc))]
```

## (f) Maximal coherence

Show that

$$C(x,x')=s(x)s(x')\iff s(x')\psi(x,y)=s(x)\psi(x',y)\ \text{ for all } y.$$

If the coherence is maximal, the right side of (c) is zero, so each square on the left is zero. Conversely, if the scaled amplitudes agree, the left side of (c) is zero. Then either the deficit vanishes, as required, or $s(x)s(x')=0$ and (d) gives $C(x,x')=0$ as well.

When both configurations are occupied, the condition says that the normalised spectator amplitudes $\psi(x,\cdot)/s(x)$ and $\psi(x',\cdot)/s(x')$ are identical, phase included.

```lean
/-- The coherence reaches its upper bound exactly when the two spectator amplitudes,
each scaled by the other's norm, coincide. -/
theorem pairCoherence_eq_iff (ψ : X → Y → ℂ) (x x' : X) :
    pairCoherence ψ x x' = √(pairDensity ψ x) * √(pairDensity ψ x') ↔
      ∀ y, ((√(pairDensity ψ x') : ℝ) : ℂ) * ψ x y
        = ((√(pairDensity ψ x) : ℝ) : ℂ) * ψ x' y := by
  have k := misalignment ψ x x'
  constructor
  · intro h y
    rw [h, sub_self, mul_zero] at k
    have hy := (Finset.sum_eq_zero_iff_of_nonneg (fun y _ => sq_nonneg _)).1 k
      y (Finset.mem_univ y)
    exact sub_eq_zero.1 (norm_eq_zero.1 ((pow_eq_zero_iff two_ne_zero).1 hy))
  · intro h
    simp only [h, sub_self, norm_zero, ne_eq, OfNat.ofNat_ne_zero, not_false_eq_true,
      zero_pow, Finset.sum_const_zero] at k
    rcases mul_eq_zero.1 k.symm with h0 | h0
    · have h1 : √(pairDensity ψ x) * √(pairDensity ψ x') = 0 := by linarith
      rw [pairCoherence_eq_zero ψ x x' h1, h1]
    · linarith
```

## (g) Splitting the hopping energy

For weights of any sign, show that

$$T[\psi]=W[P]+2\sum_{x,x'}w(x,x')\,[\,s(x)s(x')-C(x,x')\,].$$

With $a=b=1$, (b) gives

$$\sum_y|\psi(x,y)-\psi(x',y)|^2=P(x)+P(x')-2C(x,x')=(s(x)-s(x'))^2+2[s(x)s(x')-C(x,x')].$$

Multiply by $w(x,x')$ and sum. Lean first merges the sums on the right, then compares them term by term with `Finset.sum_congr`.

```lean
variable [Fintype X]

/-- The hopping energy is the pair Weizsäcker energy plus twice the weighted sum of
coherence deficits. -/
theorem hoppingEnergy_eq (w : X → X → ℝ) (ψ : X → Y → ℂ) :
    hoppingEnergy w ψ = weizsaeckerEnergy w (pairDensity ψ)
      + 2 * ∑ x, ∑ x', w x x' *
        (√(pairDensity ψ x) * √(pairDensity ψ x') - pairCoherence ψ x x') := by
  unfold hoppingEnergy weizsaeckerEnergy
  rw [Finset.mul_sum, ← Finset.sum_add_distrib]
  refine Finset.sum_congr rfl fun x _ => ?_
  rw [Finset.mul_sum, ← Finset.sum_add_distrib]
  refine Finset.sum_congr rfl fun x' _ => ?_
  have h := sum_norm_sq_comb ψ x x' 1 1
  simp only [Complex.ofReal_one, one_mul] at h
  have h1 := Real.sq_sqrt (pairDensity_nonneg ψ x)
  have h2 := Real.sq_sqrt (pairDensity_nonneg ψ x')
  linear_combination w x x' * (h - h1 - h2)
```

## (h) The lower bound

For $w(x,x')\ge0$, show that $W[P]\le T[\psi]$.

By (e) every deficit in (g) is nonnegative, and so is its weighted sum. The hypothesis `hw` is the sign condition on the weights. The nearest-neighbour weights $\hbar^2/(4mh^2)$ satisfy it, whereas higher-order finite-difference stencils can have negative weights. Symmetry of $w$ is not required.

```lean
/-- For nonnegative weights the hopping energy is bounded below by the Weizsäcker energy
of the pair density. -/
theorem weizsaecker_le_hopping (w : X → X → ℝ) (hw : ∀ x x', 0 ≤ w x x')
    (ψ : X → Y → ℂ) : weizsaeckerEnergy w (pairDensity ψ) ≤ hoppingEnergy w ψ := by
  rw [hoppingEnergy_eq]
  have h : 0 ≤ ∑ x, ∑ x', w x x' *
      (√(pairDensity ψ x) * √(pairDensity ψ x') - pairCoherence ψ x x') :=
    Finset.sum_nonneg fun x _ => Finset.sum_nonneg fun x' _ =>
      mul_nonneg (hw x x') (sub_nonneg.2 (pairCoherence_le ψ x x'))
  linarith
```

## (i) When the bound is attained

For $w(x,x')\ge0$, show that $W[P]=T[\psi]$ if and only if

$$s(x')\psi(x,y)=s(x)\psi(x',y)\quad\text{for all } y \text{ and all } x,x' \text{ with } w(x,x')>0.$$

By (g), equality means that the weighted sum of deficits is zero. Its terms are nonnegative, so each one vanishes. Where $w(x,x')>0$, the deficit itself is zero, and (f) turns this into alignment. Conversely, each term vanishes either because its weight is zero or because (f) removes its deficit. Lean applies `Finset.sum_eq_zero_iff_of_nonneg` twice, once for each sum.

```lean
/-- For nonnegative weights, the Weizsäcker and hopping energies are equal exactly when the
spectator amplitudes are aligned across every pair of configurations joined by a positive weight. -/
theorem weizsaecker_eq_hopping_iff (w : X → X → ℝ) (hw : ∀ x x', 0 ≤ w x x')
    (ψ : X → Y → ℂ) :
    weizsaeckerEnergy w (pairDensity ψ) = hoppingEnergy w ψ ↔
      ∀ x x', 0 < w x x' → ∀ y, ((√(pairDensity ψ x') : ℝ) : ℂ) * ψ x y
        = ((√(pairDensity ψ x) : ℝ) : ℂ) * ψ x' y := by
  rw [hoppingEnergy_eq]
  have nn : ∀ x x', 0 ≤ w x x' *
      (√(pairDensity ψ x) * √(pairDensity ψ x') - pairCoherence ψ x x') :=
    fun x x' => mul_nonneg (hw x x') (sub_nonneg.2 (pairCoherence_le ψ x x'))
  constructor
  · intro h x x' hx
    -- a vanishing sum of nonnegative deficits vanishes term by term
    have hz : ∑ x, ∑ x', w x x' *
        (√(pairDensity ψ x) * √(pairDensity ψ x') - pairCoherence ψ x x') = 0 := by
      linarith
    have h1 := (Finset.sum_eq_zero_iff_of_nonneg
      (fun x _ => Finset.sum_nonneg fun x' _ => nn x x')).1 hz x (Finset.mem_univ x)
    have h2 := (Finset.sum_eq_zero_iff_of_nonneg (fun x' _ => nn x x')).1 h1
      x' (Finset.mem_univ x')
    have h3 := (mul_eq_zero.1 h2).resolve_left hx.ne'
    exact (pairCoherence_eq_iff ψ x x').1 (by linarith)
  · intro h
    have hz : ∑ x, ∑ x', w x x' *
        (√(pairDensity ψ x) * √(pairDensity ψ x') - pairCoherence ψ x x') = 0 := by
      refine Finset.sum_eq_zero fun x _ => Finset.sum_eq_zero fun x' _ => ?_
      rcases (hw x x').eq_or_lt with h0 | h0
      · rw [← h0, zero_mul]
      · rw [(pairCoherence_eq_iff ψ x x').2 (h x x' h0), sub_self, mul_zero]
    linarith
```

## (j) Product amplitudes

Let $\psi(x,y)=f(x)\chi(y)$ with $f\ge0$ and $\sum_y|\chi(y)|^2=1$. Show that $P=f^2$ and $T[\psi]=W[f^2]$.

For real $r$, normalisation gives $\sum_y|r\chi(y)|^2=r^2$, which is `scale` in Lean. Taking $r=f(x)$ yields the density. Taking $r=f(x)-f(x')$ turns the hopping terms into $w(x,x')(f(x)-f(x'))^2$. Since $f\ge0$, $\sqrt{f(x)^2}=f(x)$, so these are the terms of $W[f^2]$.

```lean
/-- A nonnegative pair amplitude times a normalised spectator state has pair density `f ^ 2`
and hopping energy equal to its pair Weizsäcker energy. -/
theorem product_state (w : X → X → ℝ) (f : X → ℝ) (hf : ∀ x, 0 ≤ f x)
    (χ : Y → ℂ) (hχ : ∑ y, ‖χ y‖ ^ 2 = 1) :
    pairDensity (fun x y => (f x : ℂ) * χ y) = (fun x => f x ^ 2) ∧
      hoppingEnergy w (fun x y => (f x : ℂ) * χ y)
        = weizsaeckerEnergy w (fun x => f x ^ 2) := by
  have scale : ∀ r : ℝ, ∑ y, ‖(r : ℂ) * χ y‖ ^ 2 = r ^ 2 := by
    intro r
    simp only [norm_mul, mul_pow, Complex.norm_real, Real.norm_eq_abs, sq_abs]
    rw [← Finset.mul_sum, hχ, mul_one]
  refine ⟨funext fun x => scale (f x), ?_⟩
  unfold hoppingEnergy weizsaeckerEnergy
  refine Finset.sum_congr rfl fun x _ => Finset.sum_congr rfl fun x' _ => ?_
  simp only [← sub_mul, ← Complex.ofReal_sub, scale, Real.sqrt_sq (hf _)]
```

## (k) One spectator configuration

Let $Y$ have exactly one element and let $\psi(x,y)=f(x)\ge0$. Show that $T[\psi]=W[P]$.

This is (j) with $\chi=1$, which is normalised because the sum over $Y$ has one term. The assumption on $Y$ is `[Unique Y]`.

```lean
/-- With a single spectator configuration and a nonnegative amplitude, the hopping energy
equals the Weizsäcker energy of the pair density. -/
theorem single_spectator [Unique Y] (w : X → X → ℝ) (f : X → ℝ) (hf : ∀ x, 0 ≤ f x) :
    hoppingEnergy w (fun x (_ : Y) => (f x : ℂ))
      = weizsaeckerEnergy w (pairDensity (fun x (_ : Y) => (f x : ℂ))) := by
  have h := product_state w f hf (fun _ : Y => (1 : ℂ)) (by simp)
  simp only [mul_one] at h
  rw [h.1, h.2]
```

## (l) Constrained search at fixed pair density

Let $w\ge0$, $P\ge0$ and $Y$ be nonempty. Show that

$$\min\{\,T[\psi] : \textstyle\sum_y|\psi(x,y)|^2=P(x)\text{ for all }x\,\}=W[P].$$

No admissible amplitude lies below $W[P]$, by (h). To reach it, choose $y_0\in Y$ and set $\psi(x,y)=\sqrt{P(x)}$ for $y=y_0$ and zero otherwise. This is a product amplitude, so (j) gives density $P$ and energy $W[P]$. `IsLeast` expresses both halves: membership in the set of attainable energies, and being a lower bound for it.

In pair-density functional theory, this identifies the kinetic functional for a finite model in which only the selected pair moves and no exchange symmetry is imposed. Antisymmetric amplitudes obey the same lower bound, but their minimum can lie higher. If two occupied configurations related by exchange of the pair are connected through occupied configurations by positive weights, the sign change under exchange rules out the alignment required in (i).

```lean
/-- Constrained search, for nonnegative weights and at least one spectator configuration: among all
amplitudes with a prescribed nonnegative pair density, no exchange symmetry being imposed, the least
hopping energy is the pair Weizsäcker energy. -/
theorem constrained_search [Nonempty Y] (w : X → X → ℝ) (hw : ∀ x x', 0 ≤ w x x')
    (P : X → ℝ) (hP : ∀ x, 0 ≤ P x) :
    IsLeast {T : ℝ | ∃ ψ : X → Y → ℂ, pairDensity ψ = P ∧ hoppingEnergy w ψ = T}
      (weizsaeckerEnergy w P) := by
  classical
  constructor
  · -- put all spectators in one configuration
    obtain ⟨y₀⟩ := ‹Nonempty Y›
    have hχ : ∑ y, ‖(if y = y₀ then (1 : ℂ) else 0)‖ ^ 2 = 1 := by
      rw [Finset.sum_eq_single y₀]
      · simp
      · intro y _ hy
        simp [hy]
      · intro hy
        exact absurd (Finset.mem_univ y₀) hy
    have h := product_state w (fun x => √(P x)) (fun x => Real.sqrt_nonneg _) _ hχ
    have hs : (fun x => √(P x) ^ 2) = P := funext fun x => Real.sq_sqrt (hP x)
    rw [hs] at h
    exact ⟨_, h.1, h.2⟩
  · rintro T ⟨ψ, rfl, rfl⟩
    exact weizsaecker_le_hopping w hw ψ
```

## (m) A sign change

Take two pair configurations with amplitudes $1$ and $-1$, one spectator configuration, and $w=1$ throughout. Show that $W[P]=0$ and $T[\psi]=8$.

Both densities equal $1$, so $W[P]=0$. The two ordered off-diagonal pairs each contribute $|1-(-1)|^2=4$ to $T[\psi]$, and the diagonal pairs contribute nothing. For the normalised amplitudes $\pm1/\sqrt2$, the energies are $0$ and $4$. A sign change between two configurations joined by a positive weight thus costs hopping energy that the density does not register, and the equality in (k) can fail without $f\ge0$.

```lean
/-- For two pair configurations with amplitudes 1 and -1 and unit weights, the Weizsäcker
energy is 0 while the hopping energy is 8. -/
theorem sign_change_gap :
    weizsaeckerEnergy (fun _ _ => 1)
        (pairDensity (fun (x : Fin 2) (_ : Unit) => if x = 0 then (1 : ℂ) else -1)) = 0 ∧
      hoppingEnergy (fun _ _ => 1)
        (fun (x : Fin 2) (_ : Unit) => if x = 0 then (1 : ℂ) else -1) = 8 := by
  constructor
  · norm_num [weizsaeckerEnergy, pairDensity, Fin.sum_univ_two]
  · norm_num [hoppingEnergy, Fin.sum_univ_two]

end PairWeizsaecker
```

```lean
#print axioms PairWeizsaecker.weizsaecker_le_hopping
#print axioms PairWeizsaecker.single_spectator
#print axioms PairWeizsaecker.constrained_search
#print axioms PairWeizsaecker.sign_change_gap
```

```
'PairWeizsaecker.weizsaecker_le_hopping' depends on axioms: [propext, Classical.choice, Quot.sound]
'PairWeizsaecker.single_spectator' depends on axioms: [propext, Classical.choice, Quot.sound]
'PairWeizsaecker.constrained_search' depends on axioms: [propext, Classical.choice, Quot.sound]
'PairWeizsaecker.sign_change_gap' depends on axioms: [propext, Classical.choice, Quot.sound]
```

## Spectator amplitudes as Euclidean vectors

The amplitude could also be modelled as a map from $X$ into `EuclideanSpace ℂ Y`, with one vector $\psi(x,\cdot)$ for each pair configuration. Then $s(x)$ is the norm of that vector and $C(x,x')$ the real part of an inner product. The bound in (h) would follow term by term from the reverse triangle inequality $|\|u\|-\|v\||\le\|u-v\|$, without (b) to (g). The physical content would be the same, but the sums over spectators would be hidden inside the norm.
